# Zero-point shift of a Drude atom in one cavity mode and the error of its one-pole estimate

A calculation of how an optical cavity changes the ground-state energy of a molecule can stop at second order in the light–matter coupling. One adds the mean dipole self-energy, subtracts a sum of squared matrix elements over energy denominators, and takes the result as the cavity-induced change of the ground-state energy. Take a one-dimensional harmonic dipole of unit mass, frequency \(W>0\) and displacement \(d\), and a single photon mode of frequency \(\omega>0\) and coordinate \(q\), coupled through the energy \(\tfrac12(\omega q-\lambda d)^2\) with real \(\lambda\). Only one denominator then survives, and in units with \(\hbar=1\) this step gives \(\lambda^2/(4(\omega+W))\). The same model is solvable, so the error of the step is known exactly: the estimate is never below the true shift and exceeds it by at most \(\lambda^4/(16(\omega+W)^3)\). In quantum-electrodynamical density functional theory this gives a reference value against which an electron–photon energy expression of second order in \(\lambda\) can be compared, within a model that has one lossless mode and strictly harmonic matter.

```lean
import Mathlib

open Matrix Filter Topology

namespace CavityDrudeAtom

noncomputable section
```

## The potential and its force constants

Let \(q\) be the photon displacement coordinate and \(d\) the coordinate of the Drude dipole, with conjugate momenta \(p_q\) and \(p_d\). With unit masses and \(\hbar=1\), the length-gauge Hamiltonian in the dipole approximation is
\[
H=\tfrac12 p_q^2+\tfrac12 p_d^2+V(q,d),\qquad V(q,d)=\tfrac12W^2d^2+\tfrac12(\omega q-\lambda d)^2 .
\]
The constant \(\lambda\) is the coupling strength of the mode, projected on the dipole and with the charge absorbed. Since the root-mean-square vacuum value of \(q\) is \(1/\sqrt{2\omega}\), the vacuum amplitude of the force \(\omega\lambda q\) acting on the dipole (charge times field) is \(|\lambda|\sqrt{\omega/2}\), not \(\lambda\) itself. In these units \(\lambda\) has the dimension of a frequency, and its sign changes when the dipole axis is reversed. Expanding the square gives the free photon term \(\tfrac12\omega^2q^2\), the bilinear coupling \(-\omega\lambda\,qd\) and the dipole self-energy \(\tfrac12\lambda^2d^2\). In Lean \(\lambda\) is written `lam`, and only \(V\) is defined; the kinetic terms and the operator \(H\) do not appear in the file.

```lean
/-- Potential energy of a Drude dipole `d` of frequency `W` coupled with strength `lam` to a
photon coordinate `q` of frequency `ω`, dipole self-energy included. -/
def potential (ω W lam q d : ℝ) : ℝ := W ^ 2 * d ^ 2 / 2 + (ω * q - lam * d) ^ 2 / 2
```

Reading off the second derivatives of \(V\) in the order \((q,d)\), so that index 0 is the photon and index 1 the dipole, gives the force-constant matrix
\[
K=\begin{pmatrix}\omega^2&-\omega\lambda\\-\omega\lambda&W^2+\lambda^2\end{pmatrix}.
\]

```lean
/-- Force-constant matrix in the coordinates `(q, d)`. -/
def forceMatrix (ω W lam : ℝ) : Matrix (Fin 2) (Fin 2) ℝ :=
  !![ω ^ 2, -(ω * lam); -(ω * lam), W ^ 2 + lam ^ 2]
```

With \(x=(q,d)^{\mathsf T}\),
\[
\tfrac12x^{\mathsf T}Kx=\tfrac12\left[\omega^2q^2-2\omega\lambda\,qd+(W^2+\lambda^2)d^2\right]=V(q,d),
\]
which ties the matrix to the physical potential for all real values of the parameters.

```lean
/-- The potential is half the quadratic form of the force-constant matrix. -/
theorem potential_eq_quadratic_form (ω W lam q d : ℝ) :
    potential ω W lam q d = (![q, d] ⬝ᵥ (forceMatrix ω W lam *ᵥ ![q, d])) / 2 := by
  simp [potential, forceMatrix, Matrix.mulVec, dotProduct, Fin.sum_univ_two]
  ring
```

The matrix is real and symmetric. Over `ℝ` the predicate `IsHermitian` means exactly symmetry, and it is the property from which Mathlib's spectral theorem supplies real eigenvalues.

```lean
/-- The force-constant matrix is symmetric. -/
theorem forceMatrix_isHermitian (ω W lam : ℝ) : (forceMatrix ω W lam).IsHermitian := by
  refine Matrix.IsHermitian.ext fun i j => ?_
  fin_cases i <;> fin_cases j <;> simp [forceMatrix]
```

## Mode frequencies, zero-point energy and the estimate

An orthogonal change of coordinates diagonalises \(K\) and leaves the unit-mass kinetic energy unchanged, so \(H\) separates into two oscillators whose squared frequencies are the eigenvalues \(\mu_0,\mu_1\) of \(K\). The function `eig` takes them from the spectral theorem. Its index labels the two normal modes, not the photon and the dipole, and no ordering of \(\mu_0\) and \(\mu_1\) is used, since every statement below is symmetric in the two.

```lean
/-- The two eigenvalues of the force-constant matrix. -/
def eig (ω W lam : ℝ) (i : Fin 2) : ℝ := (forceMatrix_isHermitian ω W lam).eigenvalues i
```

The normal-mode (polariton) frequencies are \(\Omega_i=\sqrt{\mu_i}\) for \(i=0,1\).

```lean
/-- Normal-mode frequencies: square roots of the eigenvalues. -/
def modeFreq (ω W lam : ℝ) (i : Fin 2) : ℝ := Real.sqrt (eig ω W lam i)
```

The zero-point energy is \(E_0(\lambda)=\tfrac12(\Omega_0+\Omega_1)\). This is a definition. That half the sum of the mode frequencies is the lowest eigenvalue of the quantum Hamiltonian is the standard oscillator result, taken as input here and not derived from an operator on a Hilbert space.

```lean
/-- Zero-point energy: half the sum of the normal-mode frequencies. -/
def zeroPointEnergy (ω W lam : ℝ) : ℝ := (∑ i, modeFreq ω W lam i) / 2
```

The shift is measured from the uncoupled system at the same \(\omega\) and \(W\), that is \(\Delta(\lambda)=E_0(\lambda)-E_0(0)\). Both terms come from the eigenvalues of the matrix, so the value of \(E_0(0)\) is computed and not inserted.

```lean
/-- Zero-point shift: zero-point energy at coupling `lam` minus that at zero coupling. -/
def shift (ω W lam : ℝ) : ℝ := zeroPointEnergy ω W lam - zeroPointEnergy ω W 0
```

The one-pole estimate is \(\Delta_1(\lambda)=\lambda^2/(4S)\), where \(S=\omega+W\) abbreviates the sum of the bare frequencies.

```lean
/-- One-pole estimate `lam² / (4 (ω + W))` of the zero-point shift. -/
def onePole (ω W lam : ℝ) : ℝ := lam ^ 2 / (4 * (ω + W))
```

## Trace and determinant

The sum of the two frequencies can be found without solving the characteristic equation. The trace and determinant of \(K\) are
\[
\mu_0+\mu_1=\operatorname{tr}K=\omega^2+W^2+\lambda^2,
\]
\[
\mu_0\mu_1=\det K=\omega^2(W^2+\lambda^2)-\omega^2\lambda^2=(\omega W)^2 .
\]
The self-energy contributes \(\omega^2\lambda^2\) to the determinant and cancels the square of the off-diagonal element, so the product of the eigenvalues does not depend on the coupling. Had the self-energy been left out of \(K\), the determinant would read \(\omega^2(W^2-\lambda^2)\) and turn negative for \(|\lambda|>W\).

```lean
/-- The eigenvalues sum to `ω² + W² + lam²` and multiply to `(ω W)²`. -/
theorem eig_sum_prod (ω W lam : ℝ) :
    eig ω W lam 0 + eig ω W lam 1 = ω ^ 2 + (W ^ 2 + lam ^ 2) ∧
      eig ω W lam 0 * eig ω W lam 1 = (ω * W) ^ 2 := by
  have ht : (forceMatrix ω W lam).trace = ω ^ 2 + (W ^ 2 + lam ^ 2) := by
    simp [forceMatrix, Matrix.trace_fin_two]
  -- the self-energy cancels the coupling in the determinant
  have hd : (forceMatrix ω W lam).det = (ω * W) ^ 2 := by
    rw [forceMatrix, Matrix.det_fin_two_of]
    ring
  have h1 := (forceMatrix_isHermitian ω W lam).trace_eq_sum_eigenvalues
  have h2 := (forceMatrix_isHermitian ω W lam).det_eq_prod_eigenvalues
  rw [ht, Fin.sum_univ_two] at h1
  rw [hd, Fin.prod_univ_two] at h2
  exact ⟨h1.symm, h2.symm⟩
```

In the proof `ht` and `hd` evaluate the trace and the determinant from the entries, while `h1` and `h2` are the general identities `trace_eq_sum_eigenvalues` and `det_eq_prod_eigenvalues` for a Hermitian matrix. No sign condition on \(\omega\) or \(W\) is needed at this stage.

## Positive eigenvalues and the sum of the frequencies

Now let \(\omega>0\) and \(W>0\), meaning a photon mode of nonzero energy and a bound dipole. The product \(\mu_0\mu_1\) is positive, so the two eigenvalues have the same sign, and their positive sum excludes two negative values. Both are therefore positive for every real \(\lambda\). Then \(\Omega_0\Omega_1=\sqrt{\mu_0\mu_1}=\sqrt{(\omega W)^2}=\omega W\), where the last equality uses \(\omega W\ge0\), and
\[
(\Omega_0+\Omega_1)^2=\mu_0+\mu_1+2\Omega_0\Omega_1=\omega^2+W^2+\lambda^2+2\omega W=S^2+\lambda^2 .
\]
Because \(\Omega_0+\Omega_1\ge0\), taking the root gives
\[
\Omega_0+\Omega_1=R,\qquad R=\sqrt{S^2+\lambda^2}.
\]

```lean
/-- For `ω, W > 0` both eigenvalues are positive and the normal-mode frequencies sum to
`√((ω + W)² + lam²)`. -/
theorem eig_pos_and_freq_sum {ω W : ℝ} (hω : 0 < ω) (hW : 0 < W) (lam : ℝ) :
    (∀ i, 0 < eig ω W lam i) ∧
      ∑ i, modeFreq ω W lam i = Real.sqrt ((ω + W) ^ 2 + lam ^ 2) := by
  obtain ⟨hs, hp⟩ := eig_sum_prod ω W lam
  have hs' : 0 < eig ω W lam 0 + eig ω W lam 1 := by rw [hs]; positivity
  have hp' : 0 < eig ω W lam 0 * eig ω W lam 1 := by rw [hp]; positivity
  have hpos : 0 < eig ω W lam 0 ∧ 0 < eig ω W lam 1 := by
    rcases pos_and_pos_or_neg_and_neg_of_mul_pos hp' with h | h
    · exact h
    · exfalso
      linarith [h.1, h.2]
  refine ⟨Fin.forall_fin_two.2 hpos, ?_⟩
  rw [Fin.sum_univ_two]
  unfold modeFreq
  -- the product of the frequencies is `ω W`
  have hxy : Real.sqrt (eig ω W lam 0) * Real.sqrt (eig ω W lam 1) = ω * W := by
    rw [← Real.sqrt_mul hpos.1.le, hp, Real.sqrt_sq (mul_pos hω hW).le]
  have hx := Real.sq_sqrt hpos.1.le
  have hy := Real.sq_sqrt hpos.2.le
  have hsq : (Real.sqrt (eig ω W lam 0) + Real.sqrt (eig ω W lam 1)) ^ 2
      = (ω + W) ^ 2 + lam ^ 2 := by
    linear_combination hx + hy + hs + 2 * hxy
  have hnn : 0 ≤ Real.sqrt (eig ω W lam 0) + Real.sqrt (eig ω W lam 1) := by positivity
  rw [← hsq, Real.sqrt_sq hnn]
```

The case split on `pos_and_pos_or_neg_and_neg_of_mul_pos` is the sign argument. The product of frequencies is `hxy`, and `hx`, `hy` state \(\Omega_i^2=\mu_i\), which holds because the eigenvalues are nonnegative. The line `linear_combination hx + hy + hs + 2 * hxy` is the displayed expansion of the square: the two relations \(\Omega_i^2=\mu_i\), the trace, and twice the product. The final rewrite with `Real.sqrt_sq hnn` selects the nonnegative root.

At \(\lambda=0\) the formula gives \(R=\sqrt{S^2}=S\) since \(S>0\), hence \(E_0(0)=S/2\) and
\[
\Delta(\lambda)=\tfrac12(R-S).
\]

```lean
/-- Closed form of the zero-point shift: `(√((ω + W)² + lam²) - (ω + W)) / 2`. -/
theorem shift_eq {ω W : ℝ} (hω : 0 < ω) (hW : 0 < W) (lam : ℝ) :
    shift ω W lam = (Real.sqrt ((ω + W) ^ 2 + lam ^ 2) - (ω + W)) / 2 := by
  have h0 : Real.sqrt ((ω + W) ^ 2 + (0 : ℝ) ^ 2) = ω + W := by
    rw [zero_pow two_ne_zero, add_zero, Real.sqrt_sq (add_pos hω hW).le]
  rw [shift, zeroPointEnergy, zeroPointEnergy, (eig_pos_and_freq_sum hω hW lam).2,
    (eig_pos_and_freq_sum hω hW 0).2, h0]
  ring
```

The frequency sum is applied twice, at `lam` and at `0`, and `h0` evaluates the root at zero coupling.

## The estimate as an energy of order \(\lambda^2\)

Treat the self-energy and the bilinear coupling as perturbations of two free oscillators with ground state \(|0,0\rangle\), the first entry counting photons and the second dipole quanta. A unit-mass oscillator of frequency \(W\) has \(\langle0|d^2|0\rangle=|\langle1|d|0\rangle|^2=1/(2W)\), and likewise \(|\langle1|q|0\rangle|^2=1/(2\omega)\). The self-energy contributes \(\tfrac12\lambda^2\cdot\tfrac1{2W}\) in first order. The bilinear term has zero mean and connects \(|0,0\rangle\) only to \(|1,1\rangle\), which lies an energy \(\omega+W\) higher; this is the single denominator. Collecting the terms of order \(\lambda^2\),
\[
\frac{\lambda^2}{2}\frac1{2W}-\frac{(\omega\lambda)^2\,\frac1{2\omega}\,\frac1{2W}}{\omega+W}
=\frac{\lambda^2}{4W}\left(1-\frac{\omega}{\omega+W}\right)=\frac{\lambda^2}{4(\omega+W)} .
\]

```lean
/-- The one-pole estimate is the self-energy term `(lam²/2) (1/(2W))` minus the term
`(ω lam)² (1/(2ω)) (1/(2W))` divided by the single denominator `ω + W`. -/
theorem onePole_eq_second_order {ω W : ℝ} (hω : 0 < ω) (hW : 0 < W) (lam : ℝ) :
    onePole ω W lam = lam ^ 2 / 2 * (1 / (2 * W))
      - (ω * lam) ^ 2 * (1 / (2 * ω)) * (1 / (2 * W)) / (ω + W) := by
  have hS : ω + W ≠ 0 := (add_pos hω hW).ne'
  have h1 := hω.ne'
  have h2 := hW.ne'
  unfold onePole
  field_simp
  ring
```

The theorem is the algebraic identity between the left side and \(\Delta_1\), obtained by clearing the three nonzero denominators. The matrix elements \(1/(2\omega)\) and \(1/(2W)\) enter it as numbers, and the perturbation expansion that produces them is not formalised.

## The exact gap

From \(R^2=S^2+\lambda^2\) follows \(\lambda^2=(R-S)(R+S)\). Inserting this in the estimate,
\[
\Delta_1-\Delta=\frac{(R-S)(R+S)}{4S}-\frac{R-S}{2}=\frac{(R-S)\left[(R+S)-2S\right]}{4S}=\frac{(R-S)^2}{4S}.
\]
Since \(R+S>0\), one may write \(R-S=\lambda^2/(R+S)\), and therefore
\[
\Delta_1-\Delta=\frac{\lambda^4}{4S\,(R+S)^2}.
\]

```lean
/-- Exact gap between estimate and shift: `lam⁴ / (4 S (R + S)²)` with `S = ω + W` and
`R = √(S² + lam²)`. -/
theorem gap_eq {ω W : ℝ} (hω : 0 < ω) (hW : 0 < W) (lam : ℝ) :
    onePole ω W lam - shift ω W lam =
      lam ^ 4 / (4 * (ω + W) * (Real.sqrt ((ω + W) ^ 2 + lam ^ 2) + (ω + W)) ^ 2) := by
  have key : ∀ S R : ℝ, 0 < S → 0 ≤ R → R ^ 2 = S ^ 2 + lam ^ 2 →
      lam ^ 2 / (4 * S) - (R - S) / 2 = lam ^ 4 / (4 * S * (R + S) ^ 2) := by
    intro S R hS hR h
    -- factor `lam² = (R - S)(R + S)`
    have h2 : lam ^ 2 = (R - S) * (R + S) := by linear_combination -h
    have h4 : lam ^ 4 = ((R - S) * (R + S)) ^ 2 := by rw [← h2]; ring
    have hRS : R + S ≠ 0 := by positivity
    have hS' := hS.ne'
    rw [h4, h2]
    field_simp
    ring
  rw [shift_eq hω hW, onePole]
  exact key _ _ (add_pos hω hW) (Real.sqrt_nonneg _) (Real.sq_sqrt (by positivity))
```

The auxiliary statement `key` treats \(S\) and \(R\) as arbitrary reals with \(S>0\), \(R\ge0\) and \(R^2=S^2+\lambda^2\), which removes the square root from the algebra. The factorisation is `h2` and its square is `h4`. After both are substituted, each side is a rational function of \(R\) and \(S\), equal to \((R-S)^2/(4S)\), and `field_simp` with `ring` confirms the equality. The last line sets \(S=\omega+W\) and \(R\) to the root.

## Two-sided bound on the gap

The right side of the gap formula has a nonnegative numerator and a positive denominator, so the gap is nonnegative. For the upper bound, \(S^2\le S^2+\lambda^2\) gives \(R\ge S\), hence \((R+S)^2\ge(2S)^2\) and \(4S(R+S)^2\ge16S^3\). Enlarging the fraction by shrinking its denominator,
\[
0\le\Delta_1-\Delta\le\frac{\lambda^4}{16\,S^3}.
\]

```lean
/-- For `ω, W > 0` and real `lam` the eigenvalues are positive, the frequencies sum to
`√((ω + W)² + lam²)`, and the zero-point shift lies below the one-pole estimate by at most
`lam⁴ / (16 (ω + W)³)`. -/
theorem drude_zero_point_shift {ω W : ℝ} (hω : 0 < ω) (hW : 0 < W) (lam : ℝ) :
    (∀ i, 0 < eig ω W lam i) ∧
      ∑ i, modeFreq ω W lam i = Real.sqrt ((ω + W) ^ 2 + lam ^ 2) ∧
      0 ≤ onePole ω W lam - shift ω W lam ∧
      onePole ω W lam - shift ω W lam ≤ lam ^ 4 / (16 * (ω + W) ^ 3) := by
  refine ⟨(eig_pos_and_freq_sum hω hW lam).1, (eig_pos_and_freq_sum hω hW lam).2, ?_, ?_⟩
  · rw [gap_eq hω hW]
    positivity
  · rw [gap_eq hω hW]
    have hS : 0 < ω + W := add_pos hω hW
    -- `R ≥ S`, so `(R + S)² ≥ (2 S)²`
    have hR : ω + W ≤ Real.sqrt ((ω + W) ^ 2 + lam ^ 2) :=
      (Real.le_sqrt' hS).2 (by linarith [sq_nonneg lam])
    have h2 : (2 * (ω + W)) ^ 2 ≤ (Real.sqrt ((ω + W) ^ 2 + lam ^ 2) + (ω + W)) ^ 2 :=
      pow_le_pow_left₀ (by positivity) (by linarith) 2
    refine div_le_div_of_nonneg_left (by positivity) (by positivity) ?_
    calc 16 * (ω + W) ^ 3 = 4 * (ω + W) * (2 * (ω + W)) ^ 2 := by ring
      _ ≤ _ := mul_le_mul_of_nonneg_left h2 (by positivity)
```

In words, `drude_zero_point_shift` says that for real \(\omega>0\) (`hω`), real \(W>0\) (`hW`) and every real \(\lambda\), four things hold: both eigenvalues of \(K\) are strictly positive; their square roots add up to \(\sqrt{(\omega+W)^2+\lambda^2}\); the shift does not exceed the one-pole estimate; and the difference is at most \(\lambda^4/(16(\omega+W)^3)\). There is no smallness condition on \(\lambda\) and no resonance condition, so \(\omega=W\) and arbitrarily strong coupling are included. At strong coupling the upper bound is loose: \(R\ge S\) gives \(\Delta\ge0\), so the gap never exceeds \(\Delta_1\), and for \(|\lambda|\ge2S\) the bound is already at least \(\Delta_1\); the exact gap grows only like \(\lambda^2/(4S)\) for large \(|\lambda|\). The first two parts are taken from `eig_pos_and_freq_sum`. For the last part `hR` is \(R\ge S\), `h2` squares it, and `div_le_div_of_nonneg_left` reduces the claim to the comparison of denominators carried out in the `calc` block.

The statement concerns a \(2\times2\) matrix. It covers one photon mode and one harmonic degree of freedom, without anharmonicity, cavity losses, permanent dipoles or several emitters, and it makes no statement about a density functional as such. It also gives only the sum of the polariton frequencies, not their splitting.

## Equality only at zero coupling

For \(\lambda\ne0\) the numerator \(\lambda^4\) in the gap formula is strictly positive, so \(\Delta<\Delta_1\). For \(\lambda=0\) both quantities vanish, the shift because it is a difference of two equal terms. The estimate is thus exact if and only if \(\lambda=0\).

```lean
/-- The zero-point shift equals the one-pole estimate exactly at zero coupling. -/
theorem shift_eq_onePole_iff {ω W : ℝ} (hω : 0 < ω) (hW : 0 < W) (lam : ℝ) :
    shift ω W lam = onePole ω W lam ↔ lam = 0 := by
  constructor
  · intro h
    by_contra hl
    have hl' : lam ≠ 0 := hl
    have hpos : 0 < onePole ω W lam - shift ω W lam := by
      rw [gap_eq hω hW]
      positivity
    linarith
  · rintro rfl
    simp [shift, onePole]
```

The forward direction argues by contradiction: `hpos` is the strict positivity of the gap under `hl'`, which is incompatible with the assumed equality.

## The weak-coupling limit fixes the constant

For \(\lambda\ne0\) the gap formula can be divided by \(\lambda^4\),
\[
\frac{\Delta_1-\Delta}{\lambda^4}=\frac1{4S\,(R+S)^2}.
\]
The right side is a continuous function of \(\lambda\) on the whole real line, because its denominator never vanishes, and at \(\lambda=0\), where \(R=S\), it equals \(1/(4S\cdot4S^2)\). Hence
\[
\lim_{\lambda\to0,\ \lambda\ne0}\frac{\Delta_1-\Delta}{\lambda^4}=\frac1{16S^3}.
\]

```lean
/-- The gap divided by `lam⁴` tends to `1 / (16 (ω + W)³)` as `lam` tends to zero. -/
theorem gap_sharp {ω W : ℝ} (hω : 0 < ω) (hW : 0 < W) :
    Tendsto (fun lam => (onePole ω W lam - shift ω W lam) / lam ^ 4) (𝓝[≠] 0)
      (𝓝 (1 / (16 * (ω + W) ^ 3))) := by
  have hc : Continuous fun lam : ℝ =>
      1 / (4 * (ω + W) * (Real.sqrt ((ω + W) ^ 2 + lam ^ 2) + (ω + W)) ^ 2) := by
    refine Continuous.div₀ continuous_const (by fun_prop) fun l => ?_
    positivity
  have h0 : Real.sqrt ((ω + W) ^ 2 + (0 : ℝ) ^ 2) = ω + W := by
    rw [zero_pow two_ne_zero, add_zero, Real.sqrt_sq (add_pos hω hW).le]
  have ht := hc.tendsto' 0 (1 / (16 * (ω + W) ^ 3)) (by
    simp only [h0]
    congr 1
    ring)
  refine (ht.mono_left nhdsWithin_le_nhds).congr' ?_
  filter_upwards [self_mem_nhdsWithin] with lam hl
  have hl' : lam ≠ 0 := hl
  rw [gap_eq hω hW, div_right_comm, div_self (pow_ne_zero 4 hl')]

end

end CavityDrudeAtom
```

```lean
#print axioms CavityDrudeAtom.onePole_eq_second_order
#print axioms CavityDrudeAtom.drude_zero_point_shift
#print axioms CavityDrudeAtom.shift_eq_onePole_iff
#print axioms CavityDrudeAtom.gap_sharp
```

```
'CavityDrudeAtom.onePole_eq_second_order' depends on axioms: [propext, Classical.choice, Quot.sound]
'CavityDrudeAtom.drude_zero_point_shift' depends on axioms: [propext, Classical.choice, Quot.sound]
'CavityDrudeAtom.shift_eq_onePole_iff' depends on axioms: [propext, Classical.choice, Quot.sound]
'CavityDrudeAtom.gap_sharp' depends on axioms: [propext, Classical.choice, Quot.sound]
```

The filter `𝓝[≠] 0` describes approach to zero from either side through nonzero values, which is where the quotient is meaningful. Continuity is `hc`, the value at zero is `ht`, and the closing `filter_upwards` step shows that the quotient agrees with the continuous function at every \(\lambda\ne0\). The theorem states the limit. Read together with the definition of a limit, it means that a bound \(c\,\lambda^4/S^3\) with a constant \(c<1/16\) fails for all sufficiently small nonzero \(\lambda\).

## Zero and negative frequencies

The numerical cases below are worked arithmetic and are not theorems of the file. An admissible reference point is \(\omega=1\), \(W=2\), \(\lambda=4\), where \(S=3\), \(R=5\), \(\Delta=1\) and \(\Delta_1=4/3\), so that the gap \(1/3\) lies under the bound \(16/27\).

If `hW` is weakened to allow an unbound dipole, take \(\omega=1\), \(W=0\), \(\lambda=1\). Then
\[
K=\begin{pmatrix}1&-1\\-1&1\end{pmatrix}
\]
has eigenvalues \(0\) and \(2\). Strict positivity fails, and the zero mode is the free motion along \(q=d\), on which \(V\) vanishes. The frequency sum \(\sqrt2\) still agrees with the formula.

If `hW` is removed altogether, take \(\omega=1\), \(W=-2\), \(\lambda=4\). The matrix depends on \(W\) only through \(W^2\), so it is the matrix of the reference point, with trace \(21\) and determinant \(4\). The frequencies sum to \(\sqrt{21+2\cdot2}=5\), whereas \(\sqrt{(\omega+W)^2+\lambda^2}=\sqrt{17}\). The step that breaks is \(\sqrt{(\omega W)^2}=\omega W\). The shift is still \(1\), but \(\lambda^2/(4(\omega+W))=-4\), so the gap is \(-5\) and the lower bound fails as well. The hypothesis therefore does two jobs: it excludes the zero mode, and it fixes the convention that \(W\) is the positive root of the force constant \(W^2\).
